# For positive offset and bias shift, the high-bias rectification ratio of a non-interacting two-site molecule falls towards one as the hopping grows

## A molecule that conducts better one way

Take a molecule with two sites, each coupled to its own metal lead. At zero bias the site energies differ by an offset $e_0$. An applied voltage moves the two energies relative to each other, so one polarity leaves the levels closer to resonance than the other does. The currents under the two polarities then differ, and the molecule rectifies. How does this asymmetry depend on the hopping $t$ between the sites?

Let $V$ be the energy by which the bias shifts the detuning, so that the detuning is $e_0-V$ under one polarity and $e_0+V$ under the other. With $J(x)$ the current at detuning $x$, the rectification ratio is

$$R(t)=\frac{J(e_0-V)}{J(e_0+V)}.$$

Let both leads couple at the same rate $\Gamma>0$, and take the high-bias limit, in which the bias window covers both levels of the molecule together with their broadening. For $e_0,V>0$, the ratio then exceeds one at every $t>0$, strictly decreases with $t$, and tends to one as $t\to\infty$. In this non-interacting model of a molecular diode, a weaker link between the two halves therefore gives a larger ratio, although the current itself vanishes as $t\to0$.

## The balance of feeding, hopping and draining

Number the sites 0 and 1, and set $\hbar=1$. The Hamiltonian is

$$h=\begin{pmatrix}x/2&t\\t&-x/2\end{pmatrix}.$$

Let $C$ be the one-particle density matrix: its diagonal entries are the site populations and its off-diagonal entries the coherences. At high bias the lead at site 0 is full and the lead at site 1 is empty over the whole energy range that matters, and both couple at the same energy-independent rate $\Gamma$. The steady state then obeys

$$-i[h,C]-\Gamma C+\Gamma|0\rangle\langle0|=0.$$

This equation is the physical input. Its four entries are

$$\begin{aligned}
\Gamma(1-C_{00})&=it(C_{10}-C_{01}),\\
(\Gamma+ix)C_{01}&=it(C_{00}-C_{11}),\\
(\Gamma-ix)C_{10}&=-it(C_{00}-C_{11}),\\
\Gamma C_{11}&=it(C_{10}-C_{01}).
\end{aligned}$$

The first and last equations have equal right-hand sides, so $C_{00}+C_{11}=1$: the molecule holds one electron on average. Write $\Delta=C_{00}-C_{11}=1-2C_{11}$. The middle equations give

$$C_{01}=\frac{it(\Gamma-ix)\Delta}{\Gamma^2+x^2},\qquad
C_{10}=-\frac{it(\Gamma+ix)\Delta}{\Gamma^2+x^2},$$

and hence

$$it(C_{10}-C_{01})=\frac{2t^2\Gamma\Delta}{\Gamma^2+x^2}.$$

Inserting this into the last balance equation and dividing by $\Gamma$ gives $(\Gamma^2+x^2)C_{11}=2t^2(1-2C_{11})$. The particle current into the empty lead is therefore

$$J(x)=\Gamma C_{11}=\frac{2t^2\Gamma}{x^2+\Gamma^2+4t^2}.$$

Reversing the bias also exchanges the full and the empty lead. Relabelling the sites restores the original arrangement with $x$ replaced by $-x$, and $J$ is even in $x$. The same formula thus gives the magnitude of the reverse current.

## Hopping against detuning

For $t\ne0$ the common numerator cancels:

$$R(t)=\frac{(e_0+V)^2+\Gamma^2+4t^2}{(e_0-V)^2+\Gamma^2+4t^2}
=1+\frac{4e_0V}{(e_0-V)^2+\Gamma^2+4t^2}.$$

The last denominator is positive, so $R>1$ exactly when $e_0V>0$. If $e_0$ and $V$ are both positive, the numerator $4e_0V$ is a positive constant, while the denominator increases strictly with $t>0$ and diverges. This gives the strict decrease and the limit. Physically, strong hopping equalises the two populations whatever the detuning, and both currents approach $\Gamma/2$. The splitting of the molecular levels, $\sqrt{x^2+4t^2}$, grows with the hopping too, so this limit presupposes a bias window that stays wider than the splitting.

## The best shift lies beyond resonance

Now fix $t\ne0$ and $e_0>0$, and vary $V$, assuming that the bias window still covers both levels under either polarity. Put $s=\sqrt{e_0^2+\Gamma^2+4t^2}$, which is larger than $e_0$. The denominator becomes $V^2-2e_0V+s^2$, and

$$\begin{aligned}
\frac{s+e_0}{s-e_0}-R
&=\frac{2e_0}{s-e_0}-\frac{4e_0V}{V^2-2e_0V+s^2}\\
&=\frac{2e_0(V-s)^2}{(s-e_0)(V^2-2e_0V+s^2)}\ge0.
\end{aligned}$$

Equality holds exactly at $V=s$. The forward current is largest at resonance, $V=e_0$, but the ratio peaks later: near resonance the forward current hardly changes, while the reverse current keeps falling.

## The statements in Lean

Matrices over `Fin 2` have indices 0 and 1, as above. The function `drift` is the left-hand side of the master equation, and a steady state is a matrix with `drift Γ x t C = 0`. The formula for $J$ is the definition `current`, and `steady_current` ties it to the model: for `0 < Γ`, every steady state has outflow `(Γ : ℂ) * C 1 1` equal to that real number. The matrix `C` need not be Hermitian or positive, so physical density matrices are included. Also for `0 < Γ`, the theorem `steady_current_witness` supplies an explicit steady state for every real `x` and `t`.

The main theorem, `rectification_vs_hopping`, assumes that `Γ`, `e₀` and `V` are positive. Its three parts are the bound for every `t > 0`, strict decrease on the positive half-line (`StrictAntiOn` on `Set.Ioi 0`), and convergence to one (`Tendsto` from `atTop` to `𝓝 1`). The theorems on the ratio at a single hopping allow either sign of `t` but require `t ≠ 0`; at zero hopping neither polarity carries current. In `rectification_le_optimal` the shift `V` may be any real number.

The master equation is assumed and not derived from a Hamiltonian for the leads. The model leaves out electron spin, electron interactions, unequal lead couplings and a finite bias window, and the theorems do not treat the approach to the steady state in time. The linear shift of the detuning by $\pm V$ is also an assumption. It stands for a potential drop between the sites that is the same in size for both polarities and does not depend on the hopping.

## The complete file

```lean
import Mathlib

open Filter Topology

namespace TwoSiteRectifier

noncomputable section

/-- Hamiltonian of a two-site molecule with detuning `x` between the sites and hopping `t`. -/
def hamiltonian (x t : ℝ) : Matrix (Fin 2) (Fin 2) ℂ :=
  !![(x : ℂ) / 2, (t : ℂ); (t : ℂ), -((x : ℂ) / 2)]

/-- Time derivative of the one-particle density matrix `C` at high bias: coherent motion, decay
at rate `Γ` on both sites, and injection at rate `Γ` into the first site. -/
def drift (Γ x t : ℝ) (C : Matrix (Fin 2) (Fin 2) ℂ) : Matrix (Fin 2) (Fin 2) ℂ :=
  -(Complex.I • (hamiltonian x t * C - C * hamiltonian x t)) - (Γ : ℂ) • C
    + (Γ : ℂ) • !![1, 0; 0, 0]

/-- The high-bias current at detuning `x`, lead coupling `Γ` and hopping `t`, for `Γ > 0`. -/
def current (Γ x t : ℝ) : ℝ := 2 * t ^ 2 * Γ / (x ^ 2 + Γ ^ 2 + 4 * t ^ 2)

/-- The rectification ratio: the current at detuning `e₀ - V` over the current at detuning
`e₀ + V`, for `Γ > 0` and `t ≠ 0`. -/
def rectification (Γ e₀ V t : ℝ) : ℝ := current Γ (e₀ - V) t / current Γ (e₀ + V) t

/-- The density matrix with populations `1 - 2t²/D` and `2t²/D` and coherences `t(x ± iΓ)/D`,
where `D = x² + Γ² + 4t²`, for `Γ > 0`. -/
def steadyState (Γ x t : ℝ) : Matrix (Fin 2) (Fin 2) ℂ :=
  !![1 - 2 * (t : ℂ) ^ 2 / ((x : ℂ) ^ 2 + (Γ : ℂ) ^ 2 + 4 * (t : ℂ) ^ 2),
     t * (x + Complex.I * Γ) / ((x : ℂ) ^ 2 + (Γ : ℂ) ^ 2 + 4 * (t : ℂ) ^ 2);
     t * (x - Complex.I * Γ) / ((x : ℂ) ^ 2 + (Γ : ℂ) ^ 2 + 4 * (t : ℂ) ^ 2),
     2 * (t : ℂ) ^ 2 / ((x : ℂ) ^ 2 + (Γ : ℂ) ^ 2 + 4 * (t : ℂ) ^ 2)]

/-- The density matrix is stationary exactly when its two populations and two coherences satisfy
four balance equations. -/
theorem steady_iff (Γ x t : ℝ) (C : Matrix (Fin 2) (Fin 2) ℂ) :
    drift Γ x t C = 0 ↔
      (Γ : ℂ) * (1 - C 0 0) = Complex.I * t * (C 1 0 - C 0 1) ∧
      (Γ + Complex.I * x) * C 0 1 = Complex.I * t * (C 0 0 - C 1 1) ∧
      (Γ - Complex.I * x) * C 1 0 = -(Complex.I * t * (C 0 0 - C 1 1)) ∧
      (Γ : ℂ) * C 1 1 = Complex.I * t * (C 1 0 - C 0 1) := by
  rw [← Matrix.ext_iff]
  simp only [Fin.forall_fin_two, and_assoc, drift, hamiltonian, Matrix.add_apply,
    Matrix.sub_apply, Matrix.neg_apply, Matrix.smul_apply, Matrix.mul_apply, Fin.sum_univ_two,
    smul_eq_mul, Matrix.zero_apply, Matrix.of_apply, Matrix.cons_val', Matrix.cons_val_zero,
    Matrix.cons_val_one, Matrix.cons_val_fin_one]
  constructor
  · rintro ⟨h1, h2, h3, h4⟩
    exact ⟨by linear_combination h1, by linear_combination -h2,
      by linear_combination -h3, by linear_combination -h4⟩
  · rintro ⟨h1, h2, h3, h4⟩
    exact ⟨by linear_combination h1, by linear_combination -h2,
      by linear_combination -h3, by linear_combination -h4⟩

/-- In every steady state the outflow `Γ * C 1 1` from the second site equals `2t²Γ/(x² + Γ² +
4t²)`. -/
theorem steady_current {Γ x t : ℝ} (hΓ : 0 < Γ) {C : Matrix (Fin 2) (Fin 2) ℂ}
    (h : drift Γ x t C = 0) : (Γ : ℂ) * C 1 1 = (current Γ x t : ℂ) := by
  obtain ⟨h1, h2, h3, h4⟩ := (steady_iff Γ x t C).mp h
  have hI : Complex.I ^ 2 = -1 := Complex.I_sq
  have hG : (Γ : ℂ) ≠ 0 := by exact_mod_cast hΓ.ne'
  have hD : (x : ℂ) ^ 2 + (Γ : ℂ) ^ 2 + 4 * (t : ℂ) ^ 2 ≠ 0 := by
    have : x ^ 2 + Γ ^ 2 + 4 * t ^ 2 ≠ 0 := by positivity
    exact_mod_cast this
  -- the molecule holds one electron on average
  have ha : C 0 0 + C 1 1 = 1 := by
    apply mul_left_cancel₀ hG
    linear_combination h4 - h1
  -- solve for the coherences
  have hc : ((Γ : ℂ) ^ 2 + x ^ 2) * C 1 0
      = (Γ + Complex.I * x) * -(Complex.I * t * (C 0 0 - C 1 1)) := by
    linear_combination (Γ + Complex.I * x) * h3 + (x : ℂ) ^ 2 * C 1 0 * hI
  have hb : ((Γ : ℂ) ^ 2 + x ^ 2) * C 0 1
      = (Γ - Complex.I * x) * (Complex.I * t * (C 0 0 - C 1 1)) := by
    linear_combination (Γ - Complex.I * x) * h2 + (x : ℂ) ^ 2 * C 0 1 * hI
  -- insert them into the balance of the second site
  have key : (Γ : ℂ) * C 1 1 * ((x : ℂ) ^ 2 + (Γ : ℂ) ^ 2 + 4 * (t : ℂ) ^ 2)
      = 2 * (t : ℂ) ^ 2 * Γ := by
    linear_combination ((Γ : ℂ) ^ 2 + x ^ 2) * h4 + Complex.I * t * hc - Complex.I * t * hb
      - 2 * Γ * (t : ℂ) ^ 2 * (C 0 0 - C 1 1) * hI + 2 * Γ * (t : ℂ) ^ 2 * ha
  rw [current]
  push_cast
  rw [eq_div_iff hD]
  exact key

/-- The explicit density matrix `steadyState` is stationary. -/
theorem steady_current_witness {Γ : ℝ} (hΓ : 0 < Γ) (x t : ℝ) :
    drift Γ x t (steadyState Γ x t) = 0 := by
  have hI : Complex.I ^ 2 = -1 := Complex.I_sq
  have hD : (x : ℂ) ^ 2 + (Γ : ℂ) ^ 2 + 4 * (t : ℂ) ^ 2 ≠ 0 := by
    have : x ^ 2 + Γ ^ 2 + 4 * t ^ 2 ≠ 0 := by positivity
    exact_mod_cast this
  have hu := mul_inv_cancel₀ hD
  rw [steady_iff]
  simp only [steadyState, Matrix.of_apply, Matrix.cons_val', Matrix.cons_val_zero,
    Matrix.cons_val_one, Matrix.cons_val_fin_one, div_eq_mul_inv]
  generalize ((x : ℂ) ^ 2 + (Γ : ℂ) ^ 2 + 4 * (t : ℂ) ^ 2)⁻¹ = u at hu ⊢
  refine ⟨?_, ?_, ?_, ?_⟩
  · linear_combination 2 * Γ * (t : ℂ) ^ 2 * u * hI
  · linear_combination Complex.I * t * hu + t * u * Γ * x * hI
  · linear_combination -(Complex.I * t) * hu + t * u * Γ * x * hI
  · linear_combination 2 * Γ * (t : ℂ) ^ 2 * u * hI

/-- For `Γ > 0` and `t ≠ 0`, the rectification ratio equals `1 + 4e₀V/((e₀ - V)² + Γ² + 4t²)`. -/
theorem rectification_eq {Γ t : ℝ} (hΓ : 0 < Γ) (ht : t ≠ 0) (e₀ V : ℝ) :
    rectification Γ e₀ V t = 1 + 4 * e₀ * V / ((e₀ - V) ^ 2 + Γ ^ 2 + 4 * t ^ 2) := by
  have h1 : (e₀ - V) ^ 2 + Γ ^ 2 + 4 * t ^ 2 ≠ 0 := by positivity
  have h2 : (e₀ + V) ^ 2 + Γ ^ 2 + 4 * t ^ 2 ≠ 0 := by positivity
  unfold rectification current
  field_simp
  ring

/-- For `Γ > 0`, `t ≠ 0` and real `e₀` and `V` of any sign, the ratio exceeds one exactly when `e₀
V` is positive. -/
theorem one_lt_rectification_iff {Γ t : ℝ} (hΓ : 0 < Γ) (ht : t ≠ 0) (e₀ V : ℝ) :
    1 < rectification Γ e₀ V t ↔ 0 < e₀ * V := by
  have hD : 0 < (e₀ - V) ^ 2 + Γ ^ 2 + 4 * t ^ 2 := by positivity
  rw [rectification_eq hΓ ht, lt_add_iff_pos_right, div_pos_iff_of_pos_right hD]
  constructor <;> intro h <;> linarith

/-- For positive `Γ`, `e₀` and `V`, the rectification ratio exceeds one at every hopping `t > 0`,
strictly decreases with the hopping on `t > 0`, and tends to one as the hopping tends to infinity.
-/
theorem rectification_vs_hopping {Γ e₀ V : ℝ} (hΓ : 0 < Γ) (he : 0 < e₀) (hV : 0 < V) :
    (∀ t, 0 < t → 1 < rectification Γ e₀ V t) ∧
      StrictAntiOn (rectification Γ e₀ V) (Set.Ioi 0) ∧
      Tendsto (rectification Γ e₀ V) atTop (𝓝 1) := by
  refine ⟨fun t ht => (one_lt_rectification_iff hΓ ht.ne' e₀ V).mpr (mul_pos he hV), ?_, ?_⟩
  · intro s hs t ht hst
    have hs' : 0 < s := hs
    have ht' : 0 < t := ht
    rw [rectification_eq hΓ hs'.ne', rectification_eq hΓ ht'.ne']
    have hsq : s ^ 2 < t ^ 2 := by nlinarith
    have hlt : 4 * e₀ * V / ((e₀ - V) ^ 2 + Γ ^ 2 + 4 * t ^ 2)
        < 4 * e₀ * V / ((e₀ - V) ^ 2 + Γ ^ 2 + 4 * s ^ 2) :=
      div_lt_div_of_pos_left (by positivity) (by positivity) (by linarith)
    linarith
  · -- the excess over one has a diverging denominator
    have hD : Tendsto (fun t : ℝ => (e₀ - V) ^ 2 + Γ ^ 2 + 4 * t ^ 2) atTop atTop :=
      tendsto_atTop_add_const_left atTop _
        ((tendsto_pow_atTop two_ne_zero).const_mul_atTop (by norm_num))
    have hlim := (hD.const_div_atTop (4 * e₀ * V)).const_add 1
    rw [add_zero] at hlim
    refine hlim.congr' ?_
    filter_upwards [eventually_gt_atTop (0 : ℝ)] with t ht
    exact (rectification_eq hΓ ht.ne' e₀ V).symm

/-- The detuning shift `√(e₀² + Γ² + 4t²)`. -/
def optimalShift (Γ e₀ t : ℝ) : ℝ := √(e₀ ^ 2 + Γ ^ 2 + 4 * t ^ 2)

/-- For `Γ > 0`, `e₀ > 0` and a fixed hopping `t ≠ 0`, the ratio is at most `(s + e₀)/(s - e₀)` with
`s = √(e₀² + Γ² + 4t²)`, and this bound is reached exactly at the shift `V = s`. -/
theorem rectification_le_optimal {Γ e₀ t : ℝ} (hΓ : 0 < Γ) (he : 0 < e₀) (ht : t ≠ 0) (V : ℝ) :
    rectification Γ e₀ V t
        ≤ (optimalShift Γ e₀ t + e₀) / (optimalShift Γ e₀ t - e₀) ∧
      (rectification Γ e₀ V t = (optimalShift Γ e₀ t + e₀) / (optimalShift Γ e₀ t - e₀)
        ↔ V = optimalShift Γ e₀ t) := by
  have hsq : optimalShift Γ e₀ t ^ 2 = e₀ ^ 2 + Γ ^ 2 + 4 * t ^ 2 :=
    Real.sq_sqrt (by positivity)
  have hlt : e₀ < optimalShift Γ e₀ t := by
    apply Real.lt_sqrt_of_sq_lt
    have h1 : 0 < Γ ^ 2 := by positivity
    have h2 : 0 ≤ t ^ 2 := by positivity
    linarith
  have hDp : 0 < (e₀ - V) ^ 2 + Γ ^ 2 + 4 * t ^ 2 := by positivity
  rw [rectification_eq hΓ ht]
  generalize optimalShift Γ e₀ t = s at hsq hlt ⊢
  have hD : (e₀ - V) ^ 2 + Γ ^ 2 + 4 * t ^ 2 = V ^ 2 - 2 * e₀ * V + s ^ 2 := by
    linear_combination -hsq
  rw [hD] at hDp ⊢
  have hd : 0 < s - e₀ := sub_pos.mpr hlt
  have hd0 := hd.ne'
  have hD0 := hDp.ne'
  -- the distance to the bound is a perfect square over a positive denominator
  have gap : (s + e₀) / (s - e₀) - (1 + 4 * e₀ * V / (V ^ 2 - 2 * e₀ * V + s ^ 2))
      = 2 * e₀ * (V - s) ^ 2 / ((s - e₀) * (V ^ 2 - 2 * e₀ * V + s ^ 2)) := by
    have hA : (s + e₀) / (s - e₀) * (s - e₀) = s + e₀ := div_mul_cancel₀ _ hd0
    have hB : 4 * e₀ * V / (V ^ 2 - 2 * e₀ * V + s ^ 2) * (V ^ 2 - 2 * e₀ * V + s ^ 2)
        = 4 * e₀ * V := div_mul_cancel₀ _ hD0
    rw [eq_div_iff (mul_ne_zero hd0 hD0)]
    linear_combination (V ^ 2 - 2 * e₀ * V + s ^ 2) * hA - (s - e₀) * hB
  have hnn : 0 ≤ 2 * e₀ * (V - s) ^ 2 / ((s - e₀) * (V ^ 2 - 2 * e₀ * V + s ^ 2)) :=
    div_nonneg (by positivity) (mul_pos hd hDp).le
  refine ⟨by linarith, fun h => ?_, fun h => ?_⟩
  · rw [h, sub_self] at gap
    have h0 := (div_eq_zero_iff.mp gap.symm).resolve_right (mul_pos hd hDp).ne'
    have h1 := (mul_eq_zero.mp h0).resolve_left (by positivity)
    exact sub_eq_zero.mp (pow_eq_zero_iff two_ne_zero |>.mp h1)
  · have h0 : 2 * e₀ * (V - s) ^ 2 / ((s - e₀) * (V ^ 2 - 2 * e₀ * V + s ^ 2)) = 0 := by
      simp [h]
    linarith

end

end TwoSiteRectifier
```

```lean
#print axioms TwoSiteRectifier.steady_current
#print axioms TwoSiteRectifier.rectification_vs_hopping
#print axioms TwoSiteRectifier.rectification_le_optimal
```

```
'TwoSiteRectifier.steady_current' depends on axioms: [propext, Classical.choice, Quot.sound]
'TwoSiteRectifier.rectification_vs_hopping' depends on axioms: [propext, Classical.choice, Quot.sound]
'TwoSiteRectifier.rectification_le_optimal' depends on axioms: [propext, Classical.choice, Quot.sound]
```

## From the matrix equation to the current

The lemma `steady_iff` compares matrices entry by entry and expands the products, which gives the four balance equations. Each `linear_combination` then checks that an entry and its balance equation differ only by rearrangement and perhaps a sign.

In `steady_current`, the step `ha` obtains $C_{00}+C_{11}=1$ by cancelling $\Gamma$. The steps `hc` and `hb` multiply the coherence equations by the conjugate factors $\Gamma\pm ix$, with `hI` providing $i^2=-1$. The step `key` inserts the results into the balance of site 1, and the final division uses the fact that the denominator is nonzero.

For the explicit steady state, `steady_current_witness` replaces the inverse of $D=x^2+\Gamma^2+4t^2$ by a symbol `u` satisfying $Du=1$. The four balance equations then become polynomial identities that follow from this relation and $i^2=-1$.

## From the current to the ratio

The lemma `rectification_eq` clears the nonzero denominators with `field_simp` and finishes with `ring`. Its result turns `one_lt_rectification_iff` into a question about the sign of $4e_0V$ over a positive number.

The first part of `rectification_vs_hopping` applies that equivalence. For the second, $0<s<t$ gives $s^2<t^2$, and `div_lt_div_of_pos_left` says that a larger positive denominator makes a positive fraction smaller; here `s` is a second hopping value. For the third, `hD` shows that the denominator diverges, so the excess over one tends to zero. The closed form holds for `t > 0`, which is enough for a limit at infinity, and `hlim.congr'` carries the limit over to the ratio.

In `rectification_le_optimal`, `hsq` and `hlt` record the square of the optimal shift and the inequality $s>e_0$. The identity `gap` is the perfect-square formula derived above. Its nonnegative right-hand side gives the bound. If the bound is attained, the numerator must vanish, and since $e_0>0$ this forces $V=s$; conversely, setting $V=s$ makes the gap zero.
